# Isotope order leaves the second frequency moment of a ring of equal springs unchanged but can alter the fourth

## Masses, springs and frequencies

Number the $N$ sites of a ring by $i$, with $i+1$ and $i-1$ taken modulo $N$. In Lean the sites are `ZMod N`, so the arithmetic closes the ring. Site $i$ carries a mass $m_i$ and has one displacement $u_i$ along the chain. All springs have force constant 1, which fixes the units and expresses the fact that isotopes differ in mass but hardly in bonding.

```lean
import Mathlib

open Matrix

namespace IsotopeRing

noncomputable section

variable {N : ℕ} [NeZero N]
```

Newton's equations are $m_i\ddot u_i=u_{i+1}+u_{i-1}-2u_i=-(\Phi u)_i$. The force-constant matrix $\Phi$ therefore has 2 on the diagonal and $-1$ for each neighbour:

$$\Phi_{ij}=2\delta_{j,i}-\delta_{j,i+1}-\delta_{j,i-1}.$$

```lean
/-- Force-constant matrix of a ring of `N` sites joined by unit springs: `2` on the diagonal
and `-1` for each bond to the next and to the previous site. -/
def ringForce (N : ℕ) : Matrix (ZMod N) (ZMod N) ℝ := fun i j =>
  (if j = i then 2 else 0) - (if j = i + 1 then 1 else 0) - (if j = i - 1 then 1 else 0)
```

In the mass-weighted coordinates $q_i=\sqrt{m_i}\,u_i$ the equations become $\ddot q=-Dq$ with

$$D_{ij}=\frac{\Phi_{ij}}{\sqrt{m_i}\sqrt{m_j}}.$$

A mode of angular frequency $\omega$ satisfies $Dq=\omega^2q$, so the eigenvalues of $D$ are the squared frequencies $\lambda_k=\omega_k^2$.

```lean
/-- Mass-weighted dynamical matrix of the ring, `D i j = Φ i j / (√(m i) √(m j))`,
for positive masses `m`. -/
def dynMatrix (m : ZMod N → ℝ) : Matrix (ZMod N) (ZMod N) ℝ := fun i j =>
  ringForce N i j / (√(m i) * √(m j))
```

Write $w_i=1/m_i$. In the two frequency moments computed below, the order of the masses enters only through the neighbour contrast

$$C(m)=\sum_i (w_i-w_{i+1})^2,$$

which vanishes when all masses are equal and grows with the mismatch across bonds.

```lean
/-- Neighbour contrast of the inverse masses: the sum over all bonds of
`(1/m i - 1/m (i+1))²`, for nonzero masses. -/
def contrast (m : ZMod N → ℝ) : ℝ := ∑ i, (1 / m i - 1 / m (i + 1)) ^ 2
```

## Neighbour differences and the elastic energy

Expanding the square gives $\sum_i w_i^2+\sum_i w_{i+1}^2-2\sum_i w_iw_{i+1}$. Shifting the summation index by one site turns the second sum into the first, and one copy of the cross term into $\sum_i w_iw_{i-1}$:

$$\sum_i(w_i-w_{i+1})^2=2\sum_i w_i^2-\sum_i w_iw_{i+1}-\sum_i w_iw_{i-1}.$$

In the proof, `Equiv.sum_comp` performs the two shifts, `e` is the expansion, and `linarith` combines them. The identity holds for any real function on the ring.

```lean
/-- Summation by parts on a ring: the sum of squared neighbour differences, written with
products of each site with itself and with its two neighbours. -/
theorem sum_sq_diff (w : ZMod N → ℝ) :
    ∑ i, (w i - w (i + 1)) ^ 2 =
      2 * ∑ i, w i ^ 2 - ∑ i, w i * w (i + 1) - ∑ i, w i * w (i - 1) := by
  -- shifting the summation index by one site changes nothing
  have h1 := Equiv.sum_comp (Equiv.addRight (1 : ZMod N)) (fun i => w i ^ 2)
  have h2 := Equiv.sum_comp (Equiv.addRight (1 : ZMod N)) (fun i => w i * w (i - 1))
  simp only [Equiv.coe_addRight, add_sub_cancel_right] at h1 h2
  have e : ∑ i, (w i - w (i + 1)) ^ 2 = ∑ i, w i ^ 2 + ∑ i, w (i + 1) ^ 2
      - ∑ i, w i * w (i + 1) - ∑ i, w (i + 1) * w i := by
    rw [← Finset.sum_add_distrib, ← Finset.sum_sub_distrib, ← Finset.sum_sub_distrib]
    exact Finset.sum_congr rfl fun i _ => by ring
  linarith
```

Applied to displacements, it confirms that $\Phi$ describes the intended springs. Since $(\Phi u)_i=2u_i-u_{i+1}-u_{i-1}$,

$$u^{T}\Phi u=\sum_i(2u_i^2-u_iu_{i+1}-u_iu_{i-1})=\sum_i(u_i-u_{i+1})^2,$$

twice the elastic energy. The local statement `row` evaluates $\Phi u$, and the previous lemma does the rest.

```lean
/-- The quadratic form of the force-constant matrix is the sum of the squared spring
extensions, which is twice the elastic energy. -/
theorem ringForce_energy (u : ZMod N → ℝ) :
    u ⬝ᵥ (ringForce N *ᵥ u) = ∑ i, (u i - u (i + 1)) ^ 2 := by
  have row : ∀ i, (ringForce N *ᵥ u) i = 2 * u i - u (i + 1) - u (i - 1) := fun i => by
    simp only [Matrix.mulVec, dotProduct, ringForce, sub_mul, ite_mul, zero_mul, one_mul,
      Finset.sum_sub_distrib, Finset.sum_ite_eq', Finset.mem_univ, if_true]
  simp only [dotProduct, row]
  rw [sum_sq_diff, Finset.mul_sum, ← Finset.sum_sub_distrib, ← Finset.sum_sub_distrib]
  exact Finset.sum_congr rfl fun i _ => by ring
```

## Three distinct sites and a symmetric matrix

Two of the sites $i$, $i+1$, $i-1$ can coincide only if $1$ or $2$ is zero modulo $N$, that is, if $N$ divides 1 or 2. For $N\ge3$ this is impossible. The step `key` is this divisibility argument.

```lean
omit [NeZero N] in
/-- On a ring of at least three sites, a site and its two neighbours are three different
sites. -/
theorem neighbours_distinct (hN : 3 ≤ N) (i : ZMod N) :
    i ≠ i + 1 ∧ i ≠ i - 1 ∧ i + 1 ≠ i - 1 := by
  have key : ∀ k : ℕ, 0 < k → k < 3 → (k : ZMod N) ≠ 0 := fun k h0 h3 h => by
    have := Nat.le_of_dvd h0 ((CharP.cast_eq_zero_iff (ZMod N) N k).1 h)
    omega
  have h1 : (1 : ZMod N) ≠ 0 := by
    simpa only [Nat.cast_one] using key 1 (by norm_num) (by norm_num)
  have h2 : (2 : ZMod N) ≠ 0 := by
    simpa only [Nat.cast_ofNat] using key 2 (by norm_num) (by norm_num)
  exact ⟨fun h => h1 (by linear_combination -h), fun h => h1 (by linear_combination h),
    fun h => h2 (by linear_combination h)⟩
```

The matrix $D$ is real and symmetric because $j=i+1$ is the same condition as $i=j-1$: exchanging the indices swaps the two neighbour terms of $\Phi$. The equalities `a`, `b` and `c` match the three terms one by one. Hence $D$ has real eigenvalues.

```lean
omit [NeZero N] in
/-- The dynamical matrix of the ring is Hermitian. -/
theorem dynMatrix_isHermitian (m : ZMod N → ℝ) : (dynMatrix m).IsHermitian := by
  refine Matrix.IsHermitian.ext fun i j => ?_
  have a : (if i = j then (2 : ℝ) else 0) = if j = i then 2 else 0 :=
    if_congr eq_comm rfl rfl
  have b : (if i = j + 1 then (1 : ℝ) else 0) = if j = i - 1 then 1 else 0 :=
    if_congr ⟨fun h => by rw [h]; ring, fun h => by rw [h]; ring⟩ rfl rfl
  have c : (if i = j - 1 then (1 : ℝ) else 0) = if j = i + 1 then 1 else 0 :=
    if_congr ⟨fun h => by rw [h]; ring, fun h => by rw [h]; ring⟩ rfl rfl
  have s : ringForce N j i = ringForce N i j := by
    unfold ringForce
    linear_combination a - b - c
  simp only [star_trivial, dynMatrix]
  rw [s, mul_comm]
```

## The two traces

With the three sites distinct, $\Phi_{ii}=2$, so $D_{ii}=2/m_i$ and

$$\operatorname{tr}D=2\sum_i\frac1{m_i}.$$

Positivity of the masses, `hm`, gives $\sqrt{m_i}\sqrt{m_i}=m_i$.

```lean
/-- For at least three positive masses, the trace of the dynamical matrix is twice the sum
of the inverse masses. -/
theorem trace_dynMatrix (hN : 3 ≤ N) (m : ZMod N → ℝ) (hm : ∀ i, 0 < m i) :
    (dynMatrix m).trace = 2 * ∑ i, 1 / m i := by
  rw [Matrix.trace, Finset.mul_sum]
  refine Finset.sum_congr rfl fun i _ => ?_
  obtain ⟨a, b, -⟩ := neighbours_distinct hN i
  simp only [Matrix.diag_apply, dynMatrix, ringForce, if_neg a, if_neg b, if_true, sub_zero,
    Real.mul_self_sqrt (hm i).le]
  ring
```

For the square, symmetry gives $D_{ij}D_{ji}=\Phi_{ij}^2w_iw_j$, which is `entry`. The squared force constants are 4 on the site and 1 for each neighbour, which is `force_sq`. Therefore

$$\operatorname{tr}D^2=4\sum_i w_i^2+\sum_i w_iw_{i+1}+\sum_i w_iw_{i-1}.$$

By the identity for neighbour differences, the last two sums equal $2\sum_i w_i^2-C(m)$, so

$$\operatorname{tr}D^2=6\sum_i\frac1{m_i^2}-C(m).$$

At $N=2$ this formula fails: both neighbours are the same site, the two entries $-1$ add to $-2$, and the square is 4 instead of $1+1$.

```lean
/-- For at least three positive masses, the trace of the squared dynamical matrix is
`6 ∑ 1/m²` minus the neighbour contrast of the inverse masses. -/
theorem trace_dynMatrix_sq (hN : 3 ≤ N) (m : ZMod N → ℝ) (hm : ∀ i, 0 < m i) :
    (dynMatrix m * dynMatrix m).trace = 6 * ∑ i, (1 / m i) ^ 2 - contrast m := by
  -- the three kinds of nonzero force constants never overlap
  have force_sq : ∀ i j, ringForce N i j ^ 2 = (if j = i then 4 else 0)
      + (if j = i + 1 then 1 else 0) + (if j = i - 1 then 1 else 0) := fun i j => by
    obtain ⟨a, b, c⟩ := neighbours_distinct hN i
    have p : ¬(j = i ∧ j = i + 1) := fun h => a (h.1.symm.trans h.2)
    have q : ¬(j = i ∧ j = i - 1) := fun h => b (h.1.symm.trans h.2)
    have r : ¬(j = i + 1 ∧ j = i - 1) := fun h => c (h.1.symm.trans h.2)
    unfold ringForce
    split_ifs <;> norm_num <;> tauto
  have entry : ∀ i j, dynMatrix m i j * dynMatrix m j i =
      ringForce N i j ^ 2 * (1 / m i * (1 / m j)) := fun i j => by
    have s : dynMatrix m j i = dynMatrix m i j := by
      simpa only [star_trivial] using (dynMatrix_isHermitian m).apply i j
    calc dynMatrix m i j * dynMatrix m j i
        = ringForce N i j ^ 2 * (1 / (√(m i) * √(m i)) * (1 / (√(m j) * √(m j)))) := by
          rw [s, dynMatrix]; ring
      _ = _ := by rw [Real.mul_self_sqrt (hm i).le, Real.mul_self_sqrt (hm j).le]
  have h := sum_sq_diff (fun i => 1 / m i)
  have h4 : ∑ i, 4 * (1 / m i * (1 / m i)) = 4 * ∑ i, (1 / m i) ^ 2 := by
    rw [Finset.mul_sum]
    exact Finset.sum_congr rfl fun i _ => by ring
  simp only [Matrix.trace, Matrix.diag_apply, Matrix.mul_apply, entry, force_sq, add_mul,
    ite_mul, zero_mul, one_mul, Finset.sum_add_distrib, Finset.sum_ite_eq', Finset.mem_univ,
    if_true]
  unfold contrast
  linarith
```

## From traces to frequency moments

For a real symmetric matrix $A=UEU^{T}$, with $U$ orthogonal and $E$ the diagonal matrix of eigenvalues, $U^{T}U=1$ and cyclicity of the trace give

$$\operatorname{tr}A^2=\operatorname{tr}(UE^2U^{T})=\operatorname{tr}E^2.$$

The step `key` is this cancellation, with `V` in the role of $U^{T}$; `spectral_theorem` supplies the decomposition.

```lean
/-- The trace of the square of a real Hermitian matrix is the sum of its squared
eigenvalues. -/
theorem trace_sq_eq_sum_eigenvalues {A : Matrix (ZMod N) (ZMod N) ℝ} (hA : A.IsHermitian) :
    (A * A).trace = ∑ k, hA.eigenvalues k ^ 2 := by
  have key : ∀ U E V : Matrix (ZMod N) (ZMod N) ℝ, V * U = 1 →
      ((U * E * V) * (U * E * V)).trace = (E * E).trace := fun U E V h => by
    have e : (U * E * V) * (U * E * V) = U * (E * (V * U) * E) * V := by noncomm_ring
    rw [e, h, mul_one, Matrix.trace_mul_cycle, h, one_mul]
  have h := hA.spectral_theorem
  rw [Unitary.conjStarAlgAut_apply] at h
  have hU := Matrix.mem_unitaryGroup_iff'.1 hA.eigenvectorUnitary.2
  calc (A * A).trace = _ := congrArg (fun B => (B * B).trace) h
    _ = _ := key _ _ _ hU
    _ = _ := by simp [Matrix.diagonal_mul_diagonal, Matrix.trace_diagonal, sq]
```

The same cancellation gives $\operatorname{tr}A=\operatorname{tr}E$, which the Lean proof takes from Mathlib as `trace_eq_sum_eigenvalues`. Applied to $D$, the two identities yield

$$\sum_k\omega_k^2=2\sum_i\frac1{m_i},\qquad
\sum_k\omega_k^4=6\sum_i\frac1{m_i^2}-\sum_i\left(\frac1{m_i}-\frac1{m_{i+1}}\right)^2.$$

The theorem states both for every $N\ge3$ and all positive masses. The moments are sums over all modes, counted with multiplicity and including the uniform translation; they are not divided by $N$. The index $k$ in `eigenvalues k` is only a label, not a wavevector.

In the high-temperature expansion of the vibrational heat capacity of this finite harmonic ring, $\sum_k\omega_k^2$ sets the $T^{-2}$ correction and $\sum_k\omega_k^4$ the $T^{-4}$ correction, so isotope order can first appear in the latter.

```lean
/-- Frequency moments of a ring of at least three positive masses, the eigenvalues of the
dynamical matrix being the squared frequencies: the second moment is `2 ∑ 1/m`, and the
fourth is `6 ∑ 1/m²` minus the neighbour contrast. -/
theorem frequency_moments (hN : 3 ≤ N) (m : ZMod N → ℝ) (hm : ∀ i, 0 < m i) :
    ∑ k, (dynMatrix_isHermitian m).eigenvalues k = 2 * ∑ i, 1 / m i ∧
    ∑ k, (dynMatrix_isHermitian m).eigenvalues k ^ 2 =
      6 * ∑ i, (1 / m i) ^ 2 - ∑ i, (1 / m i - 1 / m (i + 1)) ^ 2 := by
  constructor
  · rw [← trace_dynMatrix hN m hm]
    simpa using (dynMatrix_isHermitian m).trace_eq_sum_eigenvalues.symm
  · rw [← trace_sq_eq_sum_eigenvalues, trace_dynMatrix_sq hN m hm, contrast]
```

## Rearranging the isotopes

Let a permutation $\sigma$ put the mass $m_{\sigma(i)}$ on site $i$. The sums $\sum_i 1/m_i$ and $\sum_i 1/m_i^2$ merely change their order of summation. Thus $\operatorname{tr}D$ is unchanged, while

$$\operatorname{tr}D_\sigma^2-\operatorname{tr}D^2=C(m)-C(m\circ\sigma),$$

where $D_\sigma$ belongs to the rearranged masses $m\circ\sigma$. The trace of the square falls exactly when the contrast rises. In Lean, `h1` and `h2` reorder the sums, and `linarith` handles both directions of the equivalence.

```lean
/-- Rearranging at least three positive masses on the ring leaves `tr D` unchanged, and
lowers `tr D²` exactly when it raises the neighbour contrast. -/
theorem rearrangement (hN : 3 ≤ N) (m : ZMod N → ℝ) (hm : ∀ i, 0 < m i)
    (σ : Equiv.Perm (ZMod N)) :
    (dynMatrix fun i => m (σ i)).trace = (dynMatrix m).trace ∧
    (((dynMatrix fun i => m (σ i)) * (dynMatrix fun i => m (σ i))).trace
        < (dynMatrix m * dynMatrix m).trace ↔
      contrast m < contrast fun i => m (σ i)) := by
  have h1 := Equiv.sum_comp σ (fun i => 1 / m i)
  have h2 := Equiv.sum_comp σ (fun i => (1 / m i) ^ 2)
  rw [trace_dynMatrix hN _ (fun i => hm (σ i)), trace_dynMatrix hN m hm,
    trace_dynMatrix_sq hN _ (fun i => hm (σ i)), trace_dynMatrix_sq hN m hm, h1, h2]
  exact ⟨rfl, fun h => by linarith, fun h => by linarith⟩
```

On three sites every pair is a neighbouring pair, so no rearrangement changes the contrast. Four sites are enough for a difference. Take two masses $a$ and two masses $b$, with $a\ne b$, and set $c=(1/a-1/b)^2>0$. The order $a,b,a,b$ has four unlike bonds and contrast $4c$; the order $a,a,b,b$ has two and contrast $2c$. Hence

$$\operatorname{tr}D_{abab}^2=\operatorname{tr}D_{aabb}^2-2c<\operatorname{tr}D_{aabb}^2.$$

The functions `alt` and `blk` encode the two orders, starting at site 0. The proof establishes $c>0$ as `pos`, expands the sums over four sites with `s4`, and compares the results.

```lean
/-- On a ring of four with two masses `a` and two masses `b`, positive and different, the
alternating order `a, b, a, b` has a strictly lower `tr D²` than the order `a, a, b, b`. -/
theorem alternating_lt_blocks (a b : ℝ) (ha : 0 < a) (hb : 0 < b) (hab : a ≠ b)
    (alt blk : ZMod 4 → ℝ) (halt : alt = fun i => if i = 0 ∨ i = 2 then a else b)
    (hblk : blk = fun i => if i = 0 ∨ i = 1 then a else b) :
    (dynMatrix alt * dynMatrix alt).trace < (dynMatrix blk * dynMatrix blk).trace := by
  have s4 : ∀ f : ZMod 4 → ℝ, ∑ i, f i = f 0 + f 1 + f 2 + f 3 :=
    fun f => Fin.sum_univ_four f
  have pos : 0 < (1 / a - 1 / b) ^ 2 := by
    have ne : 1 / a - 1 / b ≠ 0 := fun h => by
      have h' : a⁻¹ = b⁻¹ := by simpa only [one_div] using sub_eq_zero.1 h
      exact hab (inv_injective h')
    exact lt_of_le_of_ne (sq_nonneg _) (Ne.symm (pow_ne_zero 2 ne))
  have palt : ∀ i, 0 < alt i := fun i => by
    rw [halt]; dsimp only; split_ifs <;> assumption
  have pblk : ∀ i, 0 < blk i := fun i => by
    rw [hblk]; dsimp only; split_ifs <;> assumption
  rw [trace_dynMatrix_sq (by norm_num) alt palt, trace_dynMatrix_sq (by norm_num) blk pblk]
  -- four bonds join unlike masses in the alternating ring, only two in the other
  simp +decide only [contrast, s4, halt, hblk, if_true, if_false]
  nlinarith [pos]

end

end IsotopeRing
```

```lean
#print axioms IsotopeRing.ringForce_energy
#print axioms IsotopeRing.frequency_moments
#print axioms IsotopeRing.rearrangement
#print axioms IsotopeRing.alternating_lt_blocks
```

```
'IsotopeRing.ringForce_energy' depends on axioms: [propext, Classical.choice, Quot.sound]
'IsotopeRing.frequency_moments' depends on axioms: [propext, Classical.choice, Quot.sound]
'IsotopeRing.rearrangement' depends on axioms: [propext, Classical.choice, Quot.sound]
'IsotopeRing.alternating_lt_blocks' depends on axioms: [propext, Classical.choice, Quot.sound]
```
